# The pairwise influence factor on n ≥ 1 equally spaced path points has rank at most 2n − 1

Treated as a general $n^2\times n^2$ matrix, one pairwise influence factor costs $n^4$ multiplications each time it is applied to a vector, and for $n\ge 2$ some of the sums are computed more than once. On equally spaced path points its rank is at most $2n-1$, and $2n-1$ sums of $n^2$ terms are enough.

```lean
import Mathlib

open Matrix ComplexConjugate

namespace InfluenceFactorRank

noncomputable section

/-- The `n` path points `x₀, x₀ + h, x₀ + 2h, …` with spacing `h`. -/
def grid (n : ℕ) (x₀ h : ℝ) (k : Fin n) : ℝ := x₀ + ((k : ℕ) : ℝ) * h

/-- The combination `a y - conj(a) y'` of the forward point `y` and the backward point `y'`
at the earlier time, with complex memory coefficient `a`. -/
def coupling (a : ℂ) (y y' : ℝ) : ℂ := a * (y : ℂ) - conj a * (y' : ℂ)

/-- The pairwise influence factor `exp(-(x - x')(a y - conj(a) y'))` as a matrix with
rows `(x, x')` and columns `(y, y')`. -/
def influenceFactor {ι : Type*} (x : ι → ℝ) (a : ℂ) : Matrix (ι × ι) (ι × ι) ℂ :=
  Matrix.of fun p q =>
    Complex.exp (-((x p.1 - x p.2 : ℝ) : ℂ) * coupling a (x q.1) (x q.2))

/-- The real part of `a y - conj(a) y'` is `Re a` times the path difference `y - y'`. -/
theorem coupling_re (a : ℂ) (y y' : ℝ) : (coupling a y y').re = a.re * (y - y') := by
  simp [coupling, Complex.sub_re, Complex.mul_re]
  ring

/-- Selecting or repeating rows and columns of a matrix does not raise its rank. -/
theorem rank_selection_le {l m n o : Type*} [Fintype l] [Fintype m] [Fintype n] [Fintype o]
    [DecidableEq m] [DecidableEq n] (A : Matrix m n ℂ) (r : l → m) (c : o → n) :
    (A.submatrix r c).rank ≤ A.rank := by
  have h : A.submatrix r c = ((1 : Matrix m m ℂ).submatrix r id) *
      (A * (1 : Matrix n n ℂ).submatrix id c) := by
    ext i j
    simp [Matrix.mul_apply, Matrix.one_apply]
  rw [h]
  exact (Matrix.rank_mul_le_right _ _).trans (Matrix.rank_mul_le_left _ _)

/-- The influence factor applied to any vector gives equal entries at two pairs of path points
with the same difference, so one sum per difference is enough. -/
theorem mulVec_eq_of_difference_eq {ι : Type*} [Fintype ι] (x : ι → ℝ) (a : ℂ)
    (v : ι × ι → ℂ) {p p' : ι × ι} (hp : x p.1 - x p.2 = x p'.1 - x p'.2) :
    (influenceFactor x a *ᵥ v) p = (influenceFactor x a *ᵥ v) p' := by
  simp only [Matrix.mulVec, dotProduct, influenceFactor, Matrix.of_apply, hp]

/-- On any finite set of path points, the rank of the influence factor is at most the number
of distinct differences `x - x'`. -/
theorem rank_le_card_differences {ι : Type*} [Fintype ι] [DecidableEq ι]
    (x : ι → ℝ) (a : ℂ) :
    (influenceFactor x a).rank ≤
      (Finset.univ.image fun p : ι × ι => x p.1 - x p.2).card := by
  -- keep a single row for each difference
  let K : Matrix (Finset.univ.image fun p : ι × ι => x p.1 - x p.2) (ι × ι) ℂ :=
    Matrix.of fun d q => Complex.exp (-((d.1 : ℝ) : ℂ) * coupling a (x q.1) (x q.2))
  have hK : influenceFactor x a = K.submatrix
      (fun p => ⟨x p.1 - x p.2, Finset.mem_image.2 ⟨p, Finset.mem_univ p, rfl⟩⟩) id := rfl
  rw [hK]
  refine (rank_selection_le K _ _).trans ((Matrix.rank_le_card_height K).trans ?_)
  exact (Fintype.card_coe _).le

/-- For `n ≥ 1` equally spaced path points and any complex `a`, the `n²` by `n²` influence
factor has rank at most `2n - 1`. -/
theorem rank_influenceFactor_le {n : ℕ} (hn : 0 < n) (x₀ h : ℝ) (a : ℂ) :
    (influenceFactor (grid n x₀ h) a).rank + 1 ≤ 2 * n := by
  obtain ⟨m, rfl⟩ : ∃ m, n = m + 1 := ⟨n - 1, by omega⟩
  -- every difference is `(j - m) h` with `0 ≤ j ≤ 2m`
  have hsub : (Finset.univ.image fun p : Fin (m + 1) × Fin (m + 1) =>
      grid (m + 1) x₀ h p.1 - grid (m + 1) x₀ h p.2) ⊆
      (Finset.range (2 * m + 1)).image fun j : ℕ => ((j : ℝ) - m) * h := by
    intro d hd
    obtain ⟨p, -, rfl⟩ := Finset.mem_image.1 hd
    have h1 := p.1.isLt
    have h2 := p.2.isLt
    refine Finset.mem_image.2 ⟨(p.1 : ℕ) + (m - (p.2 : ℕ)), ?_, ?_⟩
    · rw [Finset.mem_range]
      omega
    · have h3 : (p.2 : ℕ) ≤ m := by omega
      simp only [grid]
      rw [Nat.cast_add, Nat.cast_sub h3]
      ring
  have h1 := rank_le_card_differences (grid (m + 1) x₀ h) a
  have h2 := (Finset.card_le_card hsub).trans Finset.card_image_le
  rw [Finset.card_range] at h2
  omega

/-- For `n ≥ 1` equally spaced path points with nonzero spacing and `Re a ≠ 0`, the rank of
the influence factor is exactly `2n - 1`. -/
theorem rank_influenceFactor_eq {n : ℕ} (hn : 0 < n) (x₀ : ℝ) {h : ℝ} (hh : h ≠ 0)
    {a : ℂ} (ha : a.re ≠ 0) :
    (influenceFactor (grid n x₀ h) a).rank + 1 = 2 * n := by
  have hupper := rank_influenceFactor_le hn x₀ h a
  obtain ⟨m, rfl⟩ : ∃ m, n = m + 1 := ⟨n - 1, by omega⟩
  -- one pair of path points for each difference
  have hex : ∀ j : Fin (2 * m + 1), ∃ p : Fin (m + 1) × Fin (m + 1),
      (p.1 : ℕ) + m = (j : ℕ) + (p.2 : ℕ) := by
    intro j
    have hj := j.isLt
    by_cases hjm : (j : ℕ) ≤ m
    · exact ⟨(⟨0, by omega⟩, ⟨m - j, by omega⟩), by dsimp only; omega⟩
    · exact ⟨(⟨j - m, by omega⟩, ⟨0, by omega⟩), by dsimp only; omega⟩
  choose s hs using hex
  have hd : ∀ j, grid (m + 1) x₀ h (s j).1 - grid (m + 1) x₀ h (s j).2 =
      (((j : ℕ) : ℝ) - m) * h := by
    intro j
    have h1 : (((s j).1 : ℕ) : ℝ) + m = ((j : ℕ) : ℝ) + (((s j).2 : ℕ) : ℝ) := by
      exact_mod_cast hs j
    simp only [grid]
    linear_combination h * h1
  let z : Fin (2 * m + 1) → ℂ := fun l =>
    coupling a (grid (m + 1) x₀ h (s l).1) (grid (m + 1) x₀ h (s l).2)
  have hre : ∀ l, (-(h : ℂ) * z l).re = -(h ^ 2 * a.re) * (((l : ℕ) : ℝ) - m) := by
    intro l
    rw [← Complex.ofReal_neg, Complex.re_ofReal_mul]
    change -h * (coupling a _ _).re = _
    rw [coupling_re, hd l]
    ring
  -- the Vandermonde nodes have distinct moduli
  have hw : Function.Injective fun l => Complex.exp (-(h : ℂ) * z l) := by
    intro i j hij
    have h1 : ‖Complex.exp (-(h : ℂ) * z i)‖ = ‖Complex.exp (-(h : ℂ) * z j)‖ :=
      congrArg norm hij
    rw [Complex.norm_exp, Complex.norm_exp, hre i, hre j] at h1
    have h2 := mul_left_cancel₀
      (neg_ne_zero.2 (mul_ne_zero (pow_ne_zero 2 hh) ha)) (Real.exp_injective h1)
    have h3 : ((i : ℕ) : ℝ) = ((j : ℕ) : ℝ) := by linarith
    exact Fin.ext (by exact_mod_cast h3)
  have hB : ((influenceFactor (grid (m + 1) x₀ h) a).submatrix s s)ᵀ =
      Matrix.diagonal (fun l => Complex.exp ((h : ℂ) * m * z l)) *
        Matrix.vandermonde (fun l => Complex.exp (-(h : ℂ) * z l)) := by
    ext l j
    rw [Matrix.diagonal_mul, Matrix.vandermonde_apply]
    change Complex.exp (-((grid (m + 1) x₀ h (s j).1 - grid (m + 1) x₀ h (s j).2 : ℝ) : ℂ)
      * z l) = _
    rw [hd j, ← Complex.exp_nat_mul, ← Complex.exp_add]
    congr 1
    push_cast
    ring
  have hdet : ((influenceFactor (grid (m + 1) x₀ h) a).submatrix s s).det ≠ 0 := by
    rw [← Matrix.det_transpose, hB, Matrix.det_mul, Matrix.det_diagonal]
    exact mul_ne_zero (Finset.prod_ne_zero_iff.2 fun l _ => Complex.exp_ne_zero _)
      (Matrix.det_vandermonde_ne_zero_iff.2 hw)
  have hrank := Matrix.rank_of_isUnit _
    ((Matrix.isUnit_iff_isUnit_det _).2 (isUnit_iff_ne_zero.2 hdet))
  rw [Fintype.card_fin] at hrank
  have hlower := rank_selection_le (influenceFactor (grid (m + 1) x₀ h) a) s s
  omega

/-- For `n ≥ 1` equally spaced path points and an imaginary coefficient `a = i b` with
`b h² = 2π`, the influence factor has rank one. -/
theorem rank_influenceFactor_resonant {n : ℕ} (hn : 0 < n) (x₀ : ℝ) {h b : ℝ}
    (hb : b * h ^ 2 = 2 * Real.pi) :
    (influenceFactor (grid n x₀ h) ((b : ℂ) * Complex.I)).rank = 1 := by
  obtain ⟨k⟩ : Nonempty (Fin n) := ⟨⟨0, hn⟩⟩
  have hbc : (b : ℂ) * (h : ℂ) ^ 2 = 2 * (Real.pi : ℂ) := by exact_mod_cast hb
  -- all columns agree, since the exponents differ by multiples of `2πi`
  have hcol : ∀ p q, influenceFactor (grid n x₀ h) ((b : ℂ) * Complex.I) p q =
      influenceFactor (grid n x₀ h) ((b : ℂ) * Complex.I) p (k, k) := by
    intro p q
    simp only [influenceFactor, Matrix.of_apply]
    rw [Complex.exp_eq_exp_iff_exists_int]
    refine ⟨-(((p.1 : ℕ) : ℤ) - ((p.2 : ℕ) : ℤ)) *
      (((q.1 : ℕ) : ℤ) + ((q.2 : ℕ) : ℤ) - 2 * ((k : ℕ) : ℤ)), ?_⟩
    simp only [coupling, grid, map_mul, Complex.conj_ofReal, Complex.conj_I]
    push_cast
    linear_combination (-(((p.1 : ℕ) : ℂ) - ((p.2 : ℕ) : ℂ)) *
      (((q.1 : ℕ) : ℂ) + ((q.2 : ℕ) : ℂ) - 2 * ((k : ℕ) : ℂ)) * Complex.I) * hbc
  apply le_antisymm
  · let N : Matrix (Fin n × Fin n) (Fin 1) ℂ := Matrix.of fun p _ =>
      influenceFactor (grid n x₀ h) ((b : ℂ) * Complex.I) p (k, k)
    have hN : influenceFactor (grid n x₀ h) ((b : ℂ) * Complex.I) =
        N.submatrix id (fun _ => 0) := by
      ext p q
      exact hcol p q
    rw [hN]
    refine (rank_selection_le N _ _).trans ((Matrix.rank_le_card_width N).trans ?_)
    exact (Fintype.card_fin 1).le
  · -- the entry at zero difference equals one
    have h1 : (influenceFactor (grid n x₀ h) ((b : ℂ) * Complex.I)).submatrix
        (fun _ : Fin 1 => (k, k)) (fun _ : Fin 1 => (k, k)) = 1 := by
      ext i j
      obtain rfl := Subsingleton.elim i j
      simp [influenceFactor]
    have h2 := rank_selection_le (influenceFactor (grid n x₀ h) ((b : ℂ) * Complex.I))
      (fun _ : Fin 1 => (k, k)) (fun _ : Fin 1 => (k, k))
    rw [h1, Matrix.rank_one, Fintype.card_fin] at h2
    exact h2

end

end InfluenceFactorRank
```

```lean
#print axioms InfluenceFactorRank.mulVec_eq_of_difference_eq
#print axioms InfluenceFactorRank.rank_influenceFactor_le
#print axioms InfluenceFactorRank.rank_influenceFactor_eq
#print axioms InfluenceFactorRank.rank_influenceFactor_resonant
```

```
'InfluenceFactorRank.mulVec_eq_of_difference_eq' depends on axioms: [propext, Classical.choice, Quot.sound]
'InfluenceFactorRank.rank_influenceFactor_le' depends on axioms: [propext, Classical.choice, Quot.sound]
'InfluenceFactorRank.rank_influenceFactor_eq' depends on axioms: [propext, Classical.choice, Quot.sound]
'InfluenceFactorRank.rank_influenceFactor_resonant' depends on axioms: [propext, Classical.choice, Quot.sound]
```

## Two times, two paths, one complex coefficient

In a discretised path integral for quantum Brownian motion, the bath couples the forward and backward paths at different times. For one pair of times, let $(x,x')$ be the forward and backward points at the later time and $(y,y')$ those at the earlier time. The factor is

$$\exp\bigl(-(x-x')(a y-\bar a y')\bigr).$$

The coefficient $a$ stands for the bath's memory between the two times, with $\hbar$ and the time steps absorbed. It is an arbitrary complex number here and is not derived from a bath spectrum. By `coupling_re`, the modulus of the factor is $\exp(-\mathrm{Re}\,a\,(x-x')(y-y'))$, so an imaginary $a$ gives pure phases.

In Lean, `grid n x₀ h` is the list of points $x_0+kh$ with $k=0,\dots,n-1$, used at both times. `influenceFactor` has pairs $p=(p_1,p_2)$ as rows and $q=(q_1,q_2)$ as columns, and `rank` is the rank over $\mathbb C$. The bound reads `rank + 1 ≤ 2 * n`, which avoids subtraction of natural numbers; it holds for any real $h$, including zero. The theorems concern a single factor, not the full influence functional, which is a product over many pairs of times.

## Rows depend only on the path difference

The row index enters only through $x-x'=(p_1-p_2)h$. Two rows with the same difference are equal, and so are the corresponding entries of the matrix applied to any vector (`mulVec_eq_of_difference_eq`). Since $p_1-p_2$ runs from $-(n-1)$ to $n-1$, there are at most $2n-1$ different rows, which bounds the rank.

`rank_selection_le` shows that selecting or repeating rows and columns never raises the rank, by writing the selection as multiplication by 0–1 matrices. `rank_le_card_differences` applies this to a matrix `K` with one row per difference, for any finite set of points. `rank_influenceFactor_le` then sets $n=m+1$ and writes each difference as $(j-m)h$ with $0\le j\le 2m$.

For $n=1$ the matrix is the single entry 1, of rank $1$. For $n=2$ the differences are $-h,0,h$, and the $4\times4$ matrix has rank at most 3.

## A nonzero real part makes the rank exactly 2n − 1

Let $h\neq0$ and $\mathrm{Re}\,a\neq0$. For each $j=0,\dots,2m$ choose a pair $s(j)$ with difference $(j-m)h$, and use these pairs as both rows and columns. Let $z_l$ be the value of $ay-\bar a y'$ at the pair $s(l)$. The selected entry in row $j$, column $l$ is

$$e^{-(j-m)hz_l}=e^{mhz_l}\,w_l^{\,j},\qquad w_l=e^{-hz_l}.$$

The transposed submatrix is therefore an invertible diagonal matrix times a Vandermonde matrix (`hB`). Since $\mathrm{Re}\,z_l=\mathrm{Re}\,a\,(l-m)h$, the nodes have moduli

$$|w_l|=e^{-h^2\,\mathrm{Re}\,a\,(l-m)},$$

which are all distinct (`hw`). The determinant is nonzero (`hdet`), so the submatrix has rank $2m+1=2n-1$. The full matrix has at least this rank, and the upper bound gives equality in `rank_influenceFactor_eq`.

## A resonant phase reduces the rank to one

Take $a=ib$ with $b h^2=2\pi$. Then $ay-\bar a y'=ib(y+y')$. Compared with a reference column $(k,k)$, the exponent in row $p$, column $q$ changes by

$$-i\,b h^2(p_1-p_2)(q_1+q_2-2k)=-2\pi i\,(p_1-p_2)(q_1+q_2-2k).$$

This is an integer multiple of $2\pi i$, so all columns agree and the rank is at most 1. The entry at row and column $(k,k)$ is 1, so the rank is exactly 1. In `rank_influenceFactor_resonant` the integer is supplied to `Complex.exp_eq_exp_iff_exists_int`, and a one-column matrix `N` gives the upper bound.

For $n\ge2$ this shows that the exact-rank theorem fails if $\mathrm{Re}\,a\neq0$ is weakened to $a\neq0$.
